# Level order and gaps of the coupling $A\,\mathbf L\cdot\mathbf S$: the energy form of Hund's third rule

The orbital and spin quantum numbers enter here as two natural numbers, $a=2L$ and $b=2S$. Doubling admits half-integers without a separate type for them, and the levels of the multiplet can then be counted by a natural number $k$, starting from the smallest total angular momentum:

$$J_k=\frac{|a-b|}{2}+k=|L-S|+k,\qquad k=0,1,\dots,t,\qquad t=\min(a,b).$$

For an isolated term with spin-orbit coupling $A\,\mathbf L\cdot\mathbf S$, and angular momenta in units of $\hbar$, the result is this. For $A>0$ the level $J_0$ is lowest and every other level lies at least $A(J_0+1)$ above it. For $A<0$ the level $J_t$ is lowest and every other level lies at least $|A|J_t$ above it.

## Natural numbers for $2L$, $2S$ and the level index

```lean
import Mathlib

open scoped Kronecker

namespace HundThirdRule

noncomputable section

/-- The total angular momentum `J_k = |L - S| + k`, where `a = 2L` and `b = 2S`. -/
def totalJ (a b k : ℕ) : ℝ := |(a : ℝ) - b| / 2 + k
```

The function `totalJ a b k` is $J_k$ as a real number. That the allowed values run from $|L-S|$ to $L+S$ in unit steps is the usual rule for adding angular momenta; it is built into the definition and not derived. An odd $a$ is allowed, although an orbital $L$ is an integer, so the theorems cover somewhat more than atomic terms.

The definition puts no upper limit on $k$. Where the end of the ladder matters, a theorem states the limit itself.

The derivation by hand uses the integrality of $k$ at one decisive point for each sign of $A$: a level other than the lowest is at least one full step away from it, so $k\ge1$ for $A>0$ and $t-k\ge1$ for $A<0$. If $k$ could be $1/2$, there would be a level inside the gap claimed for $A>0$. Integrality of $a$ and $b$ makes the ladder end exactly at $L+S$.

## One coupling constant for an isolated term

The energy of a level is taken to be

$$E_k=\frac A2\bigl[J_k(J_k+1)-C\bigr],\qquad C=L(L+1)+S(S+1),$$

with angular momenta in units of $\hbar$, so that $A$ is an energy. In the file $C$ is `casimirSum a b` and $E_k$ is `level A a b k`.

```lean
/-- The sum `L(L+1) + S(S+1)`, where `a = 2L` and `b = 2S`. -/
def casimirSum (a b : ℕ) : ℝ :=
  (a : ℝ) / 2 * ((a : ℝ) / 2 + 1) + (b : ℝ) / 2 * ((b : ℝ) / 2 + 1)

/-- The spin-orbit energy `(A/2) [J(J+1) - L(L+1) - S(S+1)]` of the level `J = J_k`. -/
def level (A : ℝ) (a b k : ℕ) : ℝ :=
  A / 2 * (totalJ a b k * (totalJ a b k + 1) - casimirSum a b)
```

Physically, this assumes that $L$ and $S$ are good quantum numbers and that spin-orbit coupling acts within the term as $A\,\mathbf L\cdot\mathbf S$ with a single constant. The constant combines the radial strength of the interaction with a factor that depends on the term and can be negative. When spin-orbit coupling mixes different terms, the energies no longer have this form and the gaps below need not hold.

The formula comes from squaring $\mathbf J=\mathbf L+\mathbf S$. Operators on different tensor factors commute, so for each component

$$(L_i\otimes1+1\otimes S_i)^2=(L_i\otimes1)^2+(1\otimes S_i)^2+2\,L_i\otimes S_i .$$

Summing over the three components and solving for the last term gives $A\,\mathbf L\cdot\mathbf S=\frac A2(\mathbf J^2-\mathbf L^2-\mathbf S^2)$. On a state of definite $J$, $L$ and $S$, the three squares have the values $J(J+1)$, $L(L+1)$ and $S(S+1)$, which gives $E_k$.

```lean
/-- The coupling `A L·S` of two subsystems equals `(A/2) (J² - L² - S²)`,
where `J = L + S` acts on the tensor product. -/
theorem spinOrbit_eq_casimirs {m n : Type*} [Fintype m] [DecidableEq m]
    [Fintype n] [DecidableEq n] (A : ℂ)
    (L : Fin 3 → Matrix m m ℂ) (S : Fin 3 → Matrix n n ℂ) :
    A • ∑ i, L i ⊗ₖ S i =
      (A / 2) • (∑ i, (L i ⊗ₖ (1 : Matrix n n ℂ) + (1 : Matrix m m ℂ) ⊗ₖ S i) ^ 2
        - ∑ i, (L i ⊗ₖ (1 : Matrix n n ℂ)) ^ 2
        - ∑ i, ((1 : Matrix m m ℂ) ⊗ₖ S i) ^ 2) := by
  -- operators on different factors commute, so the cross terms coincide
  have h : ∀ i, (L i ⊗ₖ (1 : Matrix n n ℂ) + (1 : Matrix m m ℂ) ⊗ₖ S i) ^ 2 =
      (L i ⊗ₖ (1 : Matrix n n ℂ)) ^ 2 + ((1 : Matrix m m ℂ) ⊗ₖ S i) ^ 2
        + (2 : ℂ) • (L i ⊗ₖ S i) := by
    intro i
    have h1 : (L i ⊗ₖ (1 : Matrix n n ℂ)) * ((1 : Matrix m m ℂ) ⊗ₖ S i) = L i ⊗ₖ S i := by
      rw [← Matrix.mul_kronecker_mul, mul_one, one_mul]
    have h2 : ((1 : Matrix m m ℂ) ⊗ₖ S i) * (L i ⊗ₖ (1 : Matrix n n ℂ)) = L i ⊗ₖ S i := by
      rw [← Matrix.mul_kronecker_mul, mul_one, one_mul]
    rw [pow_two, add_mul, mul_add, mul_add, h1, h2, pow_two, pow_two]
    module
  simp_rw [h, Finset.sum_add_distrib, ← Finset.smul_sum]
  module
```

The theorem proves the operator identity for any two triples of finite complex matrices; the angular momentum commutation relations are not needed. In the proof, `h1` and `h2` show that both cross products equal `L i ⊗ₖ S i`, `h` is the expanded square, and `module` collects the terms. The step from operators to eigenvalues is the textbook one and enters through the definition of `level`.

## Unit steps from $|L-S|$ to $L+S$

Since $t=2\min(L,S)$, the top value is $J_t=|L-S|+2\min(L,S)=L+S$. The proof treats $a\le b$ and $b\le a$ separately, which removes both the minimum and the absolute value.

```lean
/-- The value of `J_k` at `k = min(2L, 2S)` is `L + S`. -/
theorem totalJ_top (a b : ℕ) : totalJ a b (min a b) = ((a : ℝ) + b) / 2 := by
  unfold totalJ
  rcases le_total a b with h | h
  · have h' : (a : ℝ) ≤ b := by exact_mod_cast h
    rw [min_eq_left h, abs_of_nonpos (by linarith)]
    ring
  · have h' : (b : ℝ) ≤ a := by exact_mod_cast h
    rw [min_eq_right h, abs_of_nonneg (by linarith)]
    ring
```

The unit step also fixes the spacing of neighbours. From $J_{k+1}=J_k+1$,

$$E_{k+1}-E_k=\frac A2\bigl[(J_k+1)(J_k+2)-J_k(J_k+1)\bigr]=A(J_k+1)=A\,J_{k+1}.$$

This is the Landé interval rule. The constant $C$ has cancelled, and it cancels in every gap.

```lean
/-- Landé interval rule: adjacent levels are separated by `A` times the larger `J`. -/
theorem lande_interval (A : ℝ) (a b k : ℕ) :
    level A a b (k + 1) - level A a b k = A * totalJ a b (k + 1) := by
  unfold level totalJ
  push_cast
  ring
```

After the definitions are unfolded, this is a polynomial identity and `ring` proves it.

## The sign of $A$ and the position of the compared level

Hund's third rule is usually stated through shell filling: smallest $J$ for a shell less than half full, largest $J$ for one more than half full. The link is the sign of $A$ for the ground term, positive in the first case and negative in the second. The theorem takes that sign as its hypothesis and says nothing about electron counts. At exact half filling the ground term has $L=0$, hence $t=0$, and there is only one level.

**Positive $A$, with $k>0$.** Put $J_k=J_0+k$. Then

$$E_k-E_0=\frac A2\,k\,(2J_0+k+1),$$

and subtracting the claimed gap leaves

$$E_k-E_0-A(J_0+1)=\frac A2\,(k-1)(2J_0+k+2).$$

All factors are non-negative because $A>0$, $k\ge1$ and $J_0\ge0$. At $k=0$ the claim would place $E_0$ above itself. No upper limit on $k$ is needed, since the formula keeps rising beyond the physical ladder; only $k\le t$ has physical meaning.

**Negative $A$, with $k<t$.** Count down from the top with $u=t-k\ge1$, so that $J_k=J_t-u$. Then

$$E_k-E_t=-\frac A2\,u\,(2J_t+1-u),$$

$$E_k-E_t-|A|J_t=-\frac A2\,(u-1)(2J_t-u).$$

Here $-A>0$ and $u\ge1$, while $2J_t-u=2J_0+t+k\ge0$. This time the upper limit is essential: for $A<0$ the formula continued to $k=t+1$ gives an energy below $E_t$.

```lean
/-- Hund's third rule with its gaps: for `A > 0` every level with `k > 0` lies at least
`A (J_0 + 1)` above the level of smallest `J`; for `A < 0` every level below the top of the
`J` ladder lies at least `|A| J_max` above the level of largest `J`. -/
theorem hund_third_rule (A : ℝ) (a b : ℕ) :
    (0 < A → ∀ k, 0 < k →
      level A a b 0 + A * (totalJ a b 0 + 1) ≤ level A a b k) ∧
    (A < 0 → ∀ k, k < min a b →
      level A a b (min a b) + |A| * totalJ a b (min a b) ≤ level A a b k) := by
  have hd : 0 ≤ |(a : ℝ) - b| := abs_nonneg _
  constructor
  · intro hA k hk
    have hk' : (1 : ℝ) ≤ k := by exact_mod_cast hk
    -- the excess over the claimed gap factors
    have key : level A a b k - (level A a b 0 + A * (totalJ a b 0 + 1)) =
        A / 2 * (((k : ℝ) - 1) * (|(a : ℝ) - b| + k + 2)) := by
      unfold level totalJ
      push_cast
      ring
    have hpos : 0 ≤ A / 2 * (((k : ℝ) - 1) * (|(a : ℝ) - b| + k + 2)) :=
      mul_nonneg (by linarith) (mul_nonneg (by linarith) (by linarith))
    linarith
  · intro hA k hk
    rw [abs_of_neg hA]
    generalize min a b = t at hk ⊢
    have hk' : (k : ℝ) + 1 ≤ t := by exact_mod_cast hk
    have hk0 : (0 : ℝ) ≤ k := Nat.cast_nonneg k
    -- the same factorisation, counted from the top of the ladder
    have key : level A a b k - (level A a b t + -A * totalJ a b t) =
        -A / 2 * (((t : ℝ) - k - 1) * (|(a : ℝ) - b| + t + k)) := by
      unfold level totalJ
      ring
    have hpos : 0 ≤ -A / 2 * (((t : ℝ) - k - 1) * (|(a : ℝ) - b| + t + k)) :=
      mul_nonneg (by linarith) (mul_nonneg (by linarith) (by linarith))
    linarith
```

The two halves of `hund_third_rule` are these two cases. In each, `key` is the factorised excess and `hpos` its non-negativity, obtained by applying `mul_nonneg` to the factors. The sign of $A$ is used in the first factor. The position of the level is used in `hk'`, which turns a strict inequality of natural numbers into $1\le k$ or $k+1\le t$ among the reals.

The proof turns on `ring`, and on what it does with an absolute value. `ring` knows no rules for $|a-b|$ and treats it as an indeterminate, like a letter $d$. That is sufficient, because both factorisations hold for every $d$, with $2J_0=d$. No case distinction between $L\ge S$ and $L<S$ is required, and the one property of the absolute value that matters, $d\ge0$, is supplied separately as `hd`. In the second half, `generalize` does the same for the minimum: it replaces `min a b` by a plain natural number `t` and keeps only $k<t$.

Strict ordering follows when the gaps themselves are positive. For $A>0$ the gap $A(J_0+1)$ is positive because $J_0\ge0$. For $A<0$, the existence of some $k<t$ forces $t\ge1$, hence $J_t>0$ and $|A|J_t>0$.

```lean
/-- The level of smallest `J` is strictly lowest for `A > 0`, and the level of largest `J`
is strictly lowest for `A < 0`. -/
theorem ground_level_strict (A : ℝ) (a b : ℕ) :
    (0 < A → ∀ k, 0 < k → level A a b 0 < level A a b k) ∧
    (A < 0 → ∀ k, k < min a b → level A a b (min a b) < level A a b k) := by
  have hd : 0 ≤ |(a : ℝ) - b| := abs_nonneg _
  constructor
  · intro hA k hk
    have h := (hund_third_rule A a b).1 hA k hk
    have hJ : 0 < totalJ a b 0 + 1 := by
      unfold totalJ
      positivity
    have hgap := mul_pos hA hJ
    linarith
  · intro hA k hk
    have h := (hund_third_rule A a b).2 hA k hk
    have ht : (0 : ℝ) < (min a b : ℕ) := by exact_mod_cast (Nat.zero_le k).trans_lt hk
    have hJ : 0 < totalJ a b (min a b) := by
      unfold totalJ
      linarith
    have hgap := mul_pos (abs_pos.mpr hA.ne) hJ
    linarith
```

At $A=0$ all levels coincide, so for $t\ge1$ there is no strictly lowest one. When the term is the ground term of a free ion and is isolated, with a single coupling constant $A\ne0$, the theorem thus identifies the $J$ of the ground level, which enters the magnetic moment of the ion. For $t\ge1$ the gap is the smallest energy needed to reach another level of the same term from the ground level, since by the interval rule the neighbouring level lies exactly that far above it.

## Two levels: the smallest multiplet that splits

For $t=0$ there is one level, with energy zero. For $t=1$ there are two, one step apart, so the gap is the whole splitting: $|A|(J_0+1)=|A|J_1$ for either sign of $A$. A single $p$ electron has $a=2$, $b=1$ and

$$J_0=\tfrac12,\quad E_0=-A,\qquad J_1=\tfrac32,\quad E_1=\tfrac A2 .$$

The splitting is $\tfrac32|A|$, and changing the sign of $A$ exchanges the order. Weighting by the numbers of states, 2 and 4, gives $2(-A)+4(A/2)=0$.

## All levels of the multiplet, each counted $2J+1$ times

That cancellation is general, provided the sum runs over the complete multiplet and each level is weighted by its $2J+1$ states. To see it, define $F(x)=x^4-(1+2C)x^2$. Then

$$F(x+1)-F(x)=(2x+1)(2x^2+2x+1)-(1+2C)(2x+1)=2(2x+1)\bigl[x(x+1)-C\bigr].$$

With $x=J_k$, multiplication by $A/4$ gives exactly $(2J_k+1)E_k$, so the sum telescopes:

$$\sum_{k=0}^{n-1}(2J_k+1)E_k=\frac A4\bigl[F(J_n)-F(J_0)\bigr]=\frac A4\,(J_n^2-J_0^2)(J_n^2+J_0^2-1-2C).$$

```lean
/-- Closed form for the sum of the first `n` level energies, each weighted by `2J + 1`. -/
theorem weighted_partial_sum (A : ℝ) (a b n : ℕ) :
    ∑ k ∈ Finset.range n, (2 * totalJ a b k + 1) * level A a b k =
      A / 4 * (totalJ a b n ^ 2 - totalJ a b 0 ^ 2) *
        (totalJ a b n ^ 2 + totalJ a b 0 ^ 2 - 1 - 2 * casimirSum a b) := by
  induction n with
  | zero => simp
  | succ n ih =>
    rw [Finset.sum_range_succ, ih]
    unfold level totalJ
    push_cast
    ring
```

The Lean proof is an induction on $n$. The empty sum is zero, and the step adds one level and checks the same polynomial identity with `ring`.

For the whole multiplet $n=t+1$, so $J_n=L+S+1$, while $J_0^2=(L-S)^2$. The last factor then vanishes:

$$(L+S+1)^2+(L-S)^2-1=2L(L+1)+2S(S+1)=2C.$$

```lean
/-- Centre-of-gravity rule: the spin-orbit energies of the whole multiplet, weighted by
`2J + 1`, sum to zero. -/
theorem centre_of_gravity (A : ℝ) (a b : ℕ) :
    ∑ k ∈ Finset.range (min a b + 1), (2 * totalJ a b k + 1) * level A a b k = 0 := by
  have h1 : totalJ a b (min a b + 1) = ((a : ℝ) + b) / 2 + 1 := by
    rw [← totalJ_top a b]
    unfold totalJ
    rw [Nat.cast_add, Nat.cast_one]
    ring
  have h0 : totalJ a b 0 ^ 2 = ((a : ℝ) - b) ^ 2 / 4 := by
    unfold totalJ
    rw [Nat.cast_zero, add_zero, div_pow, sq_abs]
    norm_num
  rw [weighted_partial_sum, h1, h0]
  unfold casimirSum
  ring

end

end HundThirdRule
```

In the proof, `h1` supplies $J_{t+1}$ by way of `totalJ_top`, and `h0` supplies $J_0^2$, where squaring removes the absolute value. Completeness enters through the range `min a b + 1`, which includes both ends of the ladder. If a level with non-zero energy is left out, the weighted sum is no longer zero. The constant $C$ matters here, although it played no part in the gaps: it places the zero of energy at the centre of gravity of the term. The sign of $A$ plays no role.

```lean
#print axioms HundThirdRule.lande_interval
#print axioms HundThirdRule.hund_third_rule
#print axioms HundThirdRule.ground_level_strict
#print axioms HundThirdRule.centre_of_gravity
```

```
'HundThirdRule.lande_interval' depends on axioms: [propext, Classical.choice, Quot.sound]
'HundThirdRule.hund_third_rule' depends on axioms: [propext, Classical.choice, Quot.sound]
'HundThirdRule.ground_level_strict' depends on axioms: [propext, Classical.choice, Quot.sound]
'HundThirdRule.centre_of_gravity' depends on axioms: [propext, Classical.choice, Quot.sound]
```
